# For singles amplitudes t, the T1 transformation turns the one-body matrix h into (1 − t)h(1 + t)

If the singles amplitudes stay in the exponential, the coupled-cluster equations carry a separate term for each way in which they contract with the Hamiltonian. For the one-body part, with a matrix $h$ of integrals and a matrix $t$ of amplitudes $t_{pq}$ that lead only from occupied orbitals $q$ to virtual orbitals $p$, all these terms are absorbed by replacing $h$ with $(1-t)h(1+t)$.

```lean
import Mathlib

open Matrix

namespace T1Transformation

variable {n R A : Type*} [Ring A]

/-- The canonical anticommutation relations for creation operators `cd p` and
annihilation operators `c p`. -/
structure CAR [DecidableEq n] (cd c : n → A) : Prop where
  create : ∀ p q, cd p * cd q + cd q * cd p = 0
  annihilate : ∀ p q, c p * c q + c q * c p = 0
  mixed : ∀ p q, c p * cd q + cd q * c p = if p = q then 1 else 0

/-- Singles amplitudes: `t p q` can be nonzero only if `p` is virtual and `q` is occupied. -/
def IsExcitation [Zero R] (occ : n → Prop) (t : Matrix n n R) : Prop :=
  ∀ p q, t p q ≠ 0 → ¬ occ p ∧ occ q

/-- Moving a pair `a_p* a_q` past a ladder operator leaves at most one contraction. -/
theorem pair_ladder [DecidableEq n] {cd c : n → A} (hc : CAR cd c) (p q r : n) :
    cd p * c q * cd r = cd r * (cd p * c q) + (if q = r then cd p else 0) ∧
    cd p * c q * c r = c r * (cd p * c q) - (if r = p then c q else 0) := by
  have e1 : (if q = r then cd p else 0) = cd p * (if q = r then (1 : A) else 0) := by
    split_ifs <;> simp
  have e2 : (if r = p then c q else 0) = (if r = p then (1 : A) else 0) * c q := by
    split_ifs <;> simp
  rw [e1, e2, ← hc.mixed q r, ← hc.mixed r p]
  have h1 := hc.create p r
  have h2 := hc.annihilate q r
  constructor
  · linear_combination (norm := noncomm_ring) -(h1 * c q)
  · linear_combination (norm := noncomm_ring) cd p * h2

/-- For nilpotent `T` with `[X,T] = Y` and `[Y,T] = 0`, the commutator expansion stops at
first order: `exp(-T) X exp(T) = X + Y`. -/
theorem exp_conj_first_order [Algebra ℚ A] {T X Y : A} (hT : IsNilpotent T)
    (h1 : X * T = T * X + Y) (h2 : Y * T = T * Y) :
    IsNilpotent.exp (-T) * X * IsNilpotent.exp T = X + Y := by
  -- move X through a power of T
  have hX : ∀ m : ℕ, X * T ^ (m + 1) = T ^ (m + 1) * X + ((m : ℚ) + 1) • (T ^ m * Y) := by
    intro m
    induction m with
    | zero => simp [h1]
    | succ m ih =>
      have a : T ^ (m + 1) * X * T = T ^ (m + 1) * T * X + T ^ (m + 1) * Y := by
        rw [mul_assoc, h1, mul_add, mul_assoc]
      have b : T ^ m * Y * T = T ^ (m + 1) * Y := by
        rw [mul_assoc, h2, ← mul_assoc, ← pow_succ]
      rw [Nat.cast_add, Nat.cast_one, pow_succ T (m + 1), ← mul_assoc X, ih, add_mul,
        smul_mul_assoc, a, b]
      module
  -- the same for the exponential series and its partial sums
  obtain ⟨e, he⟩ : ∃ e : ℕ → A, ∀ i, e i = (i.factorial : ℚ)⁻¹ • T ^ i := ⟨_, fun _ => rfl⟩
  have hE : ∀ m, X * e (m + 1) = e (m + 1) * X + e m * Y := by
    intro m
    have x0 : (m.factorial : ℚ) ≠ 0 := by positivity
    have x1 : (m : ℚ) + 1 ≠ 0 := by positivity
    have f : ((m + 1).factorial : ℚ)⁻¹ * (m + 1) = (m.factorial : ℚ)⁻¹ := by
      rw [Nat.factorial_succ]
      push_cast
      field_simp
    simp only [he, mul_smul_comm, smul_mul_assoc, hX, smul_add, smul_smul]
    rw [f]
  have hsum : ∀ M, X * ∑ i ∈ Finset.range (M + 1), e i
      = (∑ i ∈ Finset.range (M + 1), e i) * X + (∑ i ∈ Finset.range M, e i) * Y := by
    intro M
    induction M with
    | zero => simp [he]
    | succ M ih =>
      rw [Finset.sum_range_succ e (M + 1), mul_add, ih, hE, Finset.sum_range_succ e M]
      simp only [add_mul]
      abel
  obtain ⟨N, hN⟩ := id hT
  have hexp : ∀ M, N ≤ M → ∑ i ∈ Finset.range M, e i = IsNilpotent.exp T := by
    intro M hM
    rw [IsNilpotent.exp_eq_sum (pow_eq_zero_of_le hM hN)]
    simp only [he]
  have key := hsum N
  rw [hexp (N + 1) (by omega), hexp N le_rfl, ← mul_add] at key
  rw [mul_assoc, key, ← mul_assoc, IsNilpotent.exp_neg_mul_exp_self hT, one_mul]

variable [Fintype n] [CommRing R] [Algebra R A]

/-- The one-body operator `E(h) = ∑ h_pq a_p* a_q`. -/
def oneBody (cd c : n → A) (h : Matrix n n R) : A :=
  ∑ p, ∑ q, h p q • (cd p * c q)

/-- A linear change of the creation or of the annihilation operators in `E(k)` amounts to
multiplying `k` by a matrix from the left or from the right. -/
theorem oneBody_change (cd c : n → A) (u k : Matrix n n R) :
    oneBody (fun r => ∑ p, u p r • cd p) c k = oneBody cd c (u * k) ∧
    oneBody cd (fun s => ∑ q, u s q • c q) k = oneBody cd c (k * u) := by
  simp only [oneBody, Matrix.mul_apply, Finset.sum_smul, Finset.sum_mul, Finset.mul_sum,
    Finset.smul_sum, smul_mul_assoc, mul_smul_comm, smul_smul]
  refine ⟨?_, Finset.sum_congr rfl fun r _ => Finset.sum_comm⟩
  refine Finset.sum_comm.trans (Eq.trans ?_ Finset.sum_comm)
  refine Finset.sum_congr rfl fun s _ => Finset.sum_comm.trans ?_
  refine Finset.sum_congr rfl fun p _ => Finset.sum_congr rfl fun r _ => ?_
  rw [mul_comm (k r s)]

variable [DecidableEq n]

/-- The commutators of `E(h)` with a creation and with an annihilation operator. -/
theorem oneBody_ladder {cd c : n → A} (hc : CAR cd c) (h : Matrix n n R) (r : n) :
    oneBody cd c h * cd r = cd r * oneBody cd c h + ∑ p, h p r • cd p ∧
    oneBody cd c h * c r = c r * oneBody cd c h - ∑ q, h r q • c q := by
  have hs : ∑ p, ∑ q, (if r = p then h p q • c q else 0) = ∑ q, h r q • c q := by
    rw [Finset.sum_comm]
    simp
  constructor
  · simp only [oneBody, Finset.sum_mul, Finset.mul_sum, smul_mul_assoc, mul_smul_comm,
      (pair_ladder hc _ _ _).1, smul_add, smul_ite, smul_zero, Finset.sum_add_distrib,
      Finset.sum_ite_eq', Finset.mem_univ, if_true]
  · simp only [oneBody, Finset.sum_mul, Finset.mul_sum, smul_mul_assoc, mul_smul_comm,
      (pair_ladder hc _ _ _).2, smul_sub, smul_ite, smul_zero, Finset.sum_sub_distrib]
    rw [hs]

/-- One-body operators represent the matrix commutator: `[E(h), E(k)] = E(hk - kh)`. -/
theorem oneBody_commutator {cd c : n → A} (hc : CAR cd c) (h k : Matrix n n R) :
    oneBody cd c h * oneBody cd c k - oneBody cd c k * oneBody cd c h
      = oneBody cd c (h * k - k * h) := by
  have step : ∀ r s, oneBody cd c h * (cd r * c s) = cd r * c s * oneBody cd c h
      + (∑ p, h p r • cd p) * c s - cd r * ∑ q, h s q • c q := by
    intro r s
    rw [← mul_assoc (oneBody cd c h), (oneBody_ladder hc h r).1, add_mul,
      mul_assoc (cd r) (oneBody cd c h), (oneBody_ladder hc h s).2, mul_sub,
      ← mul_assoc (cd r) (c s)]
    abel
  have hL : ∀ X : A, X * oneBody cd c k = ∑ r, ∑ s, k r s • (X * (cd r * c s)) := fun X => by
    simp only [oneBody, Finset.mul_sum, mul_smul_comm]
  have hR : ∀ X : A, oneBody cd c k * X = ∑ r, ∑ s, k r s • (cd r * c s * X) := fun X => by
    simp only [oneBody, Finset.sum_mul, smul_mul_assoc]
  have hU : ∀ f g : n → A, oneBody f g k = ∑ r, ∑ s, k r s • (f r * g s) := fun _ _ => rfl
  have hsub : oneBody cd c (h * k - k * h) = oneBody cd c (h * k) - oneBody cd c (k * h) := by
    simp only [oneBody, Matrix.sub_apply, sub_smul, Finset.sum_sub_distrib]
  rw [hsub, ← (oneBody_change cd c h k).1, ← (oneBody_change cd c h k).2, hL, hR]
  simp only [hU, step, smul_add, smul_sub, Finset.sum_add_distrib, Finset.sum_sub_distrib]
  abel

/-- If `[x_r, T] = ∑ u_rp x_p` with `u² = 0` and `T` nilpotent, then conjugation by `exp(T)`
mixes the operators `x_r` by the matrix `1 + u`. -/
theorem exp_dressing [Algebra ℚ A] {x : n → A} {u : Matrix n n R} {T : A}
    (hT : IsNilpotent T) (hu : u * u = 0)
    (hx : ∀ r, x r * T = T * x r + ∑ p, u r p • x p) (r : n) :
    IsNilpotent.exp (-T) * x r * IsNilpotent.exp T = ∑ p, (1 + u) r p • x p := by
  -- the second commutator contains u² and vanishes
  have z : ∑ p, u r p • ∑ q, u p q • x q = 0 := by
    simp only [Finset.smul_sum, smul_smul]
    rw [Finset.sum_comm]
    refine Finset.sum_eq_zero fun q _ => ?_
    have e : ∑ p, u r p * u p q = 0 := by
      simpa only [Matrix.mul_apply, Matrix.zero_apply] using congrFun (congrFun hu r) q
    rw [← Finset.sum_smul, e, zero_smul]
  have h2 : (∑ p, u r p • x p) * T = T * ∑ p, u r p • x p := by
    simp only [Finset.sum_mul, Finset.mul_sum, smul_mul_assoc, mul_smul_comm, hx, smul_add,
      Finset.sum_add_distrib, z, add_zero]
  rw [exp_conj_first_order hT (hx r) h2]
  simp [Matrix.add_apply, add_smul, Finset.sum_add_distrib, Matrix.one_apply]

/-- The T1 transformation: if `t² = 0` and `E(t)` is nilpotent, then
`exp(-E(t)) E(h) exp(E(t)) = E((1 - t) h (1 + t))`. -/
theorem t1_transformation [Algebra ℚ A] {cd c : n → A} (hc : CAR cd c) (h t : Matrix n n R)
    (ht : t * t = 0) (hT : IsNilpotent (oneBody cd c t)) :
    IsNilpotent.exp (-oneBody cd c t) * oneBody cd c h * IsNilpotent.exp (oneBody cd c t)
      = oneBody cd c ((1 - t) * h * (1 + t)) := by
  -- conjugation acts on each ladder operator separately
  have conj : ∀ U V : A, V * U = 1 → U * oneBody cd c h * V
      = oneBody (fun r => U * cd r * V) (fun s => U * c s * V) h := by
    intro U V hVU
    have k : ∀ a b : A, U * a * V * (U * b * V) = U * (a * b) * V := fun a b => by
      calc _ = U * a * (V * U) * b * V := by simp only [mul_assoc]
        _ = _ := by rw [hVU, mul_one, mul_assoc U]
    simp only [oneBody, k, Finset.mul_sum, Finset.sum_mul, mul_smul_comm, smul_mul_assoc]
  have hcd : ∀ r, IsNilpotent.exp (-oneBody cd c t) * cd r * IsNilpotent.exp (oneBody cd c t)
      = ∑ p, (1 - t) p r • cd p := by
    intro r
    have k := exp_dressing (x := cd) (u := -tᵀ) hT
      (by rw [neg_mul_neg, ← Matrix.transpose_mul, ht, Matrix.transpose_zero])
      (fun r => by
        rw [(oneBody_ladder hc t r).1]
        simp only [Matrix.neg_apply, Matrix.transpose_apply, neg_smul, Finset.sum_neg_distrib]
        abel) r
    have e : 1 + -tᵀ = (1 - t)ᵀ := by
      rw [Matrix.transpose_sub, Matrix.transpose_one, sub_eq_add_neg]
    rw [e] at k
    simpa only [Matrix.transpose_apply] using k
  have hcn := exp_dressing (x := c) hT ht
    (fun s => by rw [(oneBody_ladder hc t s).2]; abel)
  have hinv := IsNilpotent.exp_neg_mul_exp_self hT.neg
  rw [neg_neg] at hinv
  rw [conj _ _ hinv]
  simp only [hcd, hcn]
  rw [(oneBody_change cd _ (1 - t) h).1, (oneBody_change cd c (1 + t) _).2]

/-- Singles amplitudes `t` from occupied to virtual orbitals satisfy `t² = 0`, and their
cluster operator `E(t)` is nilpotent. -/
theorem singles_nilpotent [Algebra ℚ A] {cd c : n → A} (hc : CAR cd c) {occ : n → Prop}
    {t : Matrix n n R} (hx : IsExcitation occ t) :
    t * t = 0 ∧ IsNilpotent (oneBody cd c t) := by
  have hne : ∀ p q r s, t p q ≠ 0 → t r s ≠ 0 → q ≠ r := fun p q r s h0 h1 e =>
    (hx r s h1).1 (e ▸ (hx p q h0).2)
  constructor
  · ext p q
    rw [Matrix.mul_apply]
    refine Finset.sum_eq_zero fun r _ => ?_
    by_contra h0
    exact hne p r r q (left_ne_zero_of_mul h0) (right_ne_zero_of_mul h0) rfl
  have e : oneBody cd c t = ∑ x : n × n, t x.1 x.2 • (cd x.1 * c x.2) := by
    rw [Fintype.sum_prod_type]
    rfl
  rw [e]
  apply Commute.isNilpotent_sum
  · -- each excitation squares to zero
    rintro ⟨p, q⟩ -
    by_cases h0 : t p q = 0
    · simp [h0]
    have hpp : cd p * cd p = 0 := by
      calc cd p * cd p = (1 / 2 : ℚ) • (cd p * cd p + cd p * cd p) := by module
        _ = 0 := by rw [hc.create p p, smul_zero]
    have hsq : cd p * c q * (cd p * c q) = 0 := by
      rw [← mul_assoc (cd p * c q), (pair_ladder hc p q p).1, if_neg (hne p q p q h0 h0),
        add_zero, ← mul_assoc (cd p) (cd p), hpp, zero_mul, zero_mul]
    exact ⟨2, by simp only [pow_two, smul_mul_assoc, mul_smul_comm, hsq, smul_zero]⟩
  · -- excitations commute with each other
    rintro ⟨p, q⟩ ⟨r, s⟩ - -
    by_cases h0 : t p q = 0
    · simp [h0]
    by_cases h1 : t r s = 0
    · simp [h1]
    have k1 := (pair_ladder hc p q r).1
    have k2 := (pair_ladder hc p q s).2
    rw [if_neg (hne p q r s h0 h1), add_zero] at k1
    rw [if_neg (hne r s p q h1 h0), sub_zero] at k2
    have k : Commute (cd p * c q) (cd r * c s) := Commute.mul_right k1 k2
    exact (k.smul_left _).smul_right _

/-- Jordan-Wigner annihilation operators of two fermionic modes, as real 4 × 4 matrices. -/
def jordanWigner : Fin 2 → Matrix (Fin 4) (Fin 4) ℝ :=
  ![!![0, 0, 1, 0; 0, 0, 0, 1; 0, 0, 0, 0; 0, 0, 0, 0],
    !![0, 1, 0, 0; 0, 0, 0, 0; 0, 0, 0, -1; 0, 0, 0, 0]]

/-- The two Jordan-Wigner modes and their transposes satisfy the anticommutation relations, and
the matrix unit from orbital 0 to orbital 1 is a singles amplitude with orbital 0 occupied. -/
theorem car_witness : CAR (fun p => (jordanWigner p)ᵀ) jordanWigner ∧
    IsExcitation (fun p : Fin 2 => p = 0) (!![0, 0; 1, 0] : Matrix (Fin 2) (Fin 2) ℝ) := by
  refine ⟨⟨fun p q => ?_, fun p q => ?_, fun p q => ?_⟩, fun p q => ?_⟩
  iterate 3
    · ext i j
      rw [Matrix.add_apply, Matrix.mul_apply, Matrix.mul_apply]
      fin_cases p <;> fin_cases q <;> fin_cases i <;> fin_cases j <;>
        simp [jordanWigner, Fin.sum_univ_succ]
  fin_cases p <;> fin_cases q <;> simp

end T1Transformation
```

```lean
#print axioms T1Transformation.oneBody_commutator
#print axioms T1Transformation.t1_transformation
#print axioms T1Transformation.singles_nilpotent
```

```
'T1Transformation.oneBody_commutator' depends on axioms: [propext, Classical.choice, Quot.sound]
'T1Transformation.t1_transformation' depends on axioms: [propext, Classical.choice, Quot.sound]
'T1Transformation.singles_nilpotent' depends on axioms: [propext, Classical.choice, Quot.sound]
```

## Two identities for one-body operators

Let $a_p^*$ and $a_p$ create and annihilate an electron in spin orbital $p$, and let
$$E(h)=\sum_{pq}h_{pq}\,a_p^*a_q .$$
The theorem `oneBody_commutator` states that $[E(h),E(k)]=E(hk-kh)$ for all matrices $h$ and $k$. The theorem `t1_transformation` states that
$$e^{-E(t)}\,E(h)\,e^{E(t)}=E\big((1-t)h(1+t)\big)$$
whenever $t^2=0$ and $E(t)$ is nilpotent. By `singles_nilpotent`, amplitudes from occupied to virtual orbitals meet both conditions.

## Orbitals, operators and amplitudes in Lean

The finite type `n` labels the spin orbitals, `cd p` is $a_p^*$, `c p` is $a_p$, and `oneBody cd c h` is $E(h)$. The operators live in a ring `A`, and the matrix entries in a commutative ring `R`, for instance the real or complex numbers. The structure `CAR` contains the anticommutation relations of an orthonormal orbital basis and nothing else. In particular, `cd p` need not be the adjoint of `c p`, and $h$ need not be Hermitian. The transformed matrix generally isn't Hermitian either.

`IsExcitation occ t` says that $t_{pq}$ can be nonzero only if $p$ is virtual and $q$ is occupied, so the first index is the orbital that receives the electron. `IsNilpotent.exp` is the exponential series, which is a finite sum for a nilpotent operator. Dividing by its factorials requires the assumption `Algebra ℚ A`, which real and complex matrices satisfy. In `singles_nilpotent` the same assumption serves to divide by 2.

In coupled-cluster programs the identity allows singles to be moved from the cluster operator into the integrals, here for the one-body part of the Hamiltonian and a finite orbital set. The electron repulsion, which the full T1 transformation also dresses, is not treated.

`car_witness` supplies a concrete model: two Jordan–Wigner modes as real $4\times4$ matrices, with one excitation from orbital 0 to orbital 1.

## From one contraction to the commutator

Move a pair past a ladder operator, using the anticommutation relations twice:
$$a_p^*a_q\,a_r^*=a_p^*(\delta_{qr}-a_r^*a_q)=a_r^*\,a_p^*a_q+\delta_{qr}a_p^*,$$
$$a_p^*a_q\,a_r=-a_p^*a_r\,a_q=-(\delta_{rp}-a_ra_p^*)a_q=a_r\,a_p^*a_q-\delta_{rp}a_q .$$
This is `pair_ladder`, where `linear_combination` with `noncomm_ring` checks the algebra without commuting any operators. Multiplying by $h_{pq}$ and summing gives `oneBody_ladder`:
$$[E(h),a_r^*]=\sum_p h_{pr}a_p^*,\qquad [E(h),a_r]=-\sum_q h_{rq}a_q .$$
The product rule for commutators, `step` in the Lean proof, then yields
$$[E(h),a_r^*a_s]=\sum_p h_{pr}a_p^*a_s-\sum_q h_{sq}a_r^*a_q .$$
Multiply by $k_{rs}$ and sum over $r$ and $s$. The first term becomes $E(hk)$ and the second $E(kh)$. The lemma `oneBody_change` does this index work: a linear change of the creation operators multiplies the matrix from the left, and one of the annihilation operators multiplies it from the right.

## Each ladder operator is dressed separately

Write $T=E(t)$. The commutators above give
$$[a_s,T]=\sum_q t_{sq}a_q,\qquad [[a_s,T],T]=\sum_q (t^2)_{sq}a_q=0 .$$
So we need the exponential only for an operator $X$ with $[X,T]=Y$ and $[Y,T]=0$. By induction on $m\ge 0$,
$$XT^{m+1}=T^{m+1}X+(m+1)T^mY .$$
Dividing by $(m+1)!$ and summing over $m$, together with the trivial zeroth term, gives $Xe^T=e^T(X+Y)$, hence $e^{-T}Xe^T=X+Y$. In `exp_conj_first_order` these steps are `hX`, `hE` and `hsum`. The last works with partial sums, which equal the exponential once they are long enough.

`exp_dressing` applies this to a whole family of ladder operators. For the annihilation operators the mixing matrix is $t$. For the creation operators, where $[a_r^*,T]=-\sum_p t_{pr}a_p^*$, it is $-t^{\mathsf T}$, whose square also vanishes. Therefore
$$e^{-T}a_r^*e^T=\sum_p(1-t)_{pr}a_p^*,\qquad e^{-T}a_se^T=\sum_q(1+t)_{sq}a_q .$$
Inserting $e^Te^{-T}=1$ between the two operators of each pair, which is `conj` in the Lean proof, gives
$$e^{-T}E(h)e^T=\sum_{pq}\Big[\sum_{rs}(1-t)_{pr}h_{rs}(1+t)_{sq}\Big]a_p^*a_q ,$$
and the bracket is the $pq$ element of $(1-t)h(1+t)$. Two uses of `oneBody_change` complete the Lean proof in the same way.

## Why occupied-to-virtual amplitudes qualify

In $(t^2)_{pq}=\sum_r t_{pr}t_{rq}$, a nonzero term would need an orbital $r$ that is both occupied and virtual. Hence $t^2=0$.

For nilpotency, take the terms $t_{pq}a_p^*a_q$ with $t_{pq}\neq0$. Since $p\ne q$, the pair $a_p^*a_q$ commutes with $a_p^*$, and
$$(a_p^*a_q)^2=a_p^*a_p^*\,a_q\,a_q=0,$$
because $2a_p^*a_p^*=0$. Two different excitations commute, since an annihilator of an occupied orbital has no contraction with a creator of a virtual one. A finite sum of commuting nilpotent elements is nilpotent, which is Mathlib's `Commute.isNilpotent_sum`.

## A chain of excitations breaks the formula

Suppose that $t^2\neq0$ while $E(t)$ is still nilpotent. Take three orbitals 0, 1, 2 and let $t_{10}=t_{21}=1$ be the only nonzero amplitudes, so that
$$E(t)=a_1^*a_0+a_2^*a_1 .$$
On the Fock space of these orbitals $E(t)$ is nilpotent, because each application moves an electron one orbital up and there are only three orbitals. Now choose $h=1$, which makes $E(h)$ the number operator. It commutes with $E(t)$, so conjugation leaves it unchanged. The formula would instead give
$$E\big((1-t)(1+t)\big)=E(1)-E(t^2)=E(1)-a_2^*a_0 ,$$
which differs from $E(1)$, since $a_2^*a_0$ carries an electron from orbital 0 to orbital 2. Orbital 1 acts here as both target and source, which the division into occupied and virtual orbitals forbids.
